# Wolynes' rate estimate is exact for a Gaussian gap density and too large for an equal mixture of two equally wide Gaussians with opposite nonzero means

A system passes from one electronic state to another through a weak, constant coupling. Let the gap $E$ be the energy of a final level minus that of an initial level, nuclear motion included. Let $p(E)$ be the density of these gaps, weighted by the thermal populations of the initial levels and by the squared overlaps of the nuclear states. For classical nuclei it is the thermal distribution of the difference between the two electronic energies. With $\hbar=1$ and the squared coupling left out, the golden rule gives the rate $2\pi p(0)$: only transitions that conserve energy contribute. Simulations more easily supply the transform

$$c(\tau)=\int p(E)\,e^{-\tau E}\,dE$$

at real $\tau$ between zero and the inverse temperature, which is imaginary time. How well can the rate be recovered from it?

For a smooth density that decays, together with its derivatives, faster than every exponential, Fourier inversion gives $\int_{-\infty}^{\infty}c(\tau+it)\,dt=2\pi p(0)$ at any real $\tau$. Expand the logarithm to second order in $t$:

$$\ln c(\tau+it)\approx\ln c(\tau)+it\,(\ln c)'(\tau)-\tfrac12t^2(\ln c)''(\tau).$$

Where $(\ln c)'(\tau)=0$, the linear term vanishes and the remaining Gaussian integral is Wolynes' estimate, $c(\tau)\sqrt{2\pi/(\ln c)''(\tau)}$. The development below takes this estimate and $2\pi p(0)$ as definitions and compares them; the time integral that links them is background.

In Lean 4 with Mathlib:

```lean
import Mathlib

open MeasureTheory
open scoped Real

namespace WolynesRate

noncomputable section
```

## The estimate and the exact value

The density is a real function `p`, and its transform is an integral over the whole real line.

```lean
/-- The transform `c(τ) = ∫ p(E) exp(-τ E) dE` of a gap density `p`. -/
def gapTransform (p : ℝ → ℝ) (τ : ℝ) : ℝ := ∫ E, p E * Real.exp (-τ * E)
```

The estimate needs the slope and the curvature of $\ln c$.

```lean
/-- The logarithm `ln c(τ)` of the transform, for `c(τ) > 0`. -/
def logTransform (p : ℝ → ℝ) (τ : ℝ) : ℝ := Real.log (gapTransform p τ)
```

A stationary point is a $\tau$ with $(\ln c)'(\tau)=0$. `HasDerivAt` says that the derivative exists there and has this value.

```lean
/-- The point `τ` is stationary: `ln c` is differentiable there with derivative zero. -/
def IsStationary (p : ℝ → ℝ) (τ : ℝ) : Prop := HasDerivAt (logTransform p) 0 τ
```

The estimate is then a function of the density and of the point at which it is evaluated. In both families treated here, $c$ and $(\ln c)''$ are positive at the stationary point, so the logarithm, quotient and root have their usual meaning.

```lean
/-- Wolynes' estimate `c sqrt(2π / (ln c)'')` evaluated at `τ`, for positive curvature
`(ln c)''`. -/
def wolynes (p : ℝ → ℝ) (τ : ℝ) : ℝ :=
  gapTransform p τ * Real.sqrt (2 * π / deriv (deriv (logTransform p)) τ)
```

The value to compare with is $2\pi p(0)$.

```lean
/-- The exact golden-rule value `2π p(0)`, without the squared coupling. -/
def exactRate (p : ℝ → ℝ) : ℝ := 2 * π * p 0
```

## Two families of densities

The first family has a single mean $\mu$ and width $\sigma>0$, as for a gap that depends linearly on the coordinates of a classical harmonic bath:

$$p(E)=\frac{e^{-(E-\mu)^2/(2\sigma^2)}}{\sigma\sqrt{2\pi}}.$$

```lean
/-- The normalised Gaussian gap density of mean `μ` and width `σ > 0`. -/
def gauss (μ σ E : ℝ) : ℝ :=
  Real.exp (-(E - μ) ^ 2 / (2 * σ ^ 2)) / (σ * Real.sqrt (2 * π))
```

The second describes two equally populated environments that do not interconvert during the transition. They have the same width and opposite mean gaps, $a$ and $-a$.

```lean
/-- The equal mixture of two Gaussians of width `σ > 0` centred at `a` and `-a`. -/
def mixture (a σ E : ℝ) : ℝ := (gauss a σ E + gauss (-a) σ E) / 2
```

The comparison for the mixture will depend only on the displacement in units of the width, $x=a/\sigma$, through $e^{x^2/2}/\sqrt{1+x^2}$.

```lean
/-- The ratio `exp(x²/2) / sqrt(1 + x²)`, with `x` the displacement in units of the width. -/
def errorFactor (x : ℝ) : ℝ := Real.exp (x ^ 2 / 2) / Real.sqrt (1 + x ^ 2)
```

## One Gaussian: the estimate is exact

Completing the square gives

$$-\frac{(E-\mu)^2}{2\sigma^2}-\tau E=\frac{\sigma^2\tau^2}{2}-\mu\tau-\frac{\bigl(E-(\mu-\sigma^2\tau)\bigr)^2}{2\sigma^2}.$$

The last term is a shifted Gaussian exponent, whose integral $\sigma\sqrt{2\pi}$ cancels the normalisation. Hence the transform converges for every $\tau$, and $c(\tau)=e^{\sigma^2\tau^2/2-\mu\tau}$.

```lean
/-- For a Gaussian gap density the transform converges at every `τ` and equals
`exp(σ²τ²/2 - μτ)`. -/
theorem gauss_transform (μ : ℝ) {σ : ℝ} (hσ : 0 < σ) (τ : ℝ) :
    Integrable (fun E => gauss μ σ E * Real.exp (-τ * E)) ∧
      gapTransform (gauss μ σ) τ = Real.exp (σ ^ 2 * τ ^ 2 / 2 - μ * τ) := by
  -- complete the square in the exponent
  have key : ∀ E, gauss μ σ E * Real.exp (-τ * E) =
      Real.exp (σ ^ 2 * τ ^ 2 / 2 - μ * τ) / (σ * Real.sqrt (2 * π)) *
        Real.exp (-(1 / (2 * σ ^ 2)) * (E - (μ - σ ^ 2 * τ)) ^ 2) := by
    intro E
    have he : -(E - μ) ^ 2 / (2 * σ ^ 2) + -τ * E = (σ ^ 2 * τ ^ 2 / 2 - μ * τ) +
        -(1 / (2 * σ ^ 2)) * (E - (μ - σ ^ 2 * τ)) ^ 2 := by
      field_simp
      ring
    rw [gauss, div_mul_eq_mul_div, div_mul_eq_mul_div, ← Real.exp_add, ← Real.exp_add, he]
  have hb : 0 < 1 / (2 * σ ^ 2) := by positivity
  constructor
  · simp only [key]
    exact ((integrable_exp_neg_mul_sq hb).comp_sub_right (μ - σ ^ 2 * τ)).const_mul _
  · have hs : ∫ E : ℝ, Real.exp (-(1 / (2 * σ ^ 2)) * (E - (μ - σ ^ 2 * τ)) ^ 2) =
        ∫ E : ℝ, Real.exp (-(1 / (2 * σ ^ 2)) * E ^ 2) :=
      integral_sub_right_eq_self
        (fun E : ℝ => Real.exp (-(1 / (2 * σ ^ 2)) * E ^ 2)) (μ - σ ^ 2 * τ)
    have hw : π / (1 / (2 * σ ^ 2)) = σ ^ 2 * (2 * π) := by
      rw [div_div_eq_mul_div]
      ring
    have hn : σ * Real.sqrt (2 * π) ≠ 0 := by positivity
    simp only [gapTransform, key]
    rw [integral_const_mul, hs, integral_gaussian, hw, Real.sqrt_mul (sq_nonneg σ),
      Real.sqrt_sq hσ.le, div_mul_cancel₀ _ hn]
```

In the proof, `key` is the completed square, `hs` removes the shift of the integration variable, and `integral_gaussian` evaluates what is left.

The logarithm is the quadratic $\ln c=\sigma^2\tau^2/2-\mu\tau$, so its slope is $\sigma^2\tau-\mu$.

```lean
/-- For a Gaussian gap density the slope of `ln c` is `σ²τ - μ`. -/
theorem gauss_slope (μ : ℝ) {σ : ℝ} (hσ : 0 < σ) (τ : ℝ) :
    HasDerivAt (logTransform (gauss μ σ)) (σ ^ 2 * τ - μ) τ := by
  have hL : logTransform (gauss μ σ) = fun t => σ ^ 2 / 2 * t ^ 2 - μ * t := by
    funext t
    rw [logTransform, (gauss_transform μ hσ t).2, Real.log_exp]
    ring
  rw [hL]
  refine (((hasDerivAt_pow 2 τ).const_mul (σ ^ 2 / 2)).fun_sub
    ((hasDerivAt_id' τ).const_mul μ)).congr_deriv ?_
  ring
```

The exact value follows by setting $E=0$ in the density:

$$2\pi p(0)=\frac{2\pi}{\sigma\sqrt{2\pi}}\,e^{-\mu^2/(2\sigma^2)}=\frac{\sqrt{2\pi}}{\sigma}\,e^{-\mu^2/(2\sigma^2)}.$$

```lean
/-- The exact value for a Gaussian gap density is `sqrt(2π)/σ · exp(-μ²/(2σ²))`. -/
theorem gauss_exact (μ : ℝ) {σ : ℝ} (hσ : 0 < σ) :
    exactRate (gauss μ σ) = Real.sqrt (2 * π) / σ * Real.exp (-μ ^ 2 / (2 * σ ^ 2)) := by
  have h0 : 0 < Real.sqrt (2 * π) := by positivity
  have hs : Real.sqrt (2 * π) ^ 2 = 2 * π := Real.sq_sqrt (by positivity)
  rw [exactRate, gauss, zero_sub, neg_sq]
  generalize Real.sqrt (2 * π) = s at *
  rw [← hs]
  field_simp
```

The slope vanishes only at $\tau=\mu/\sigma^2$. There $c=e^{-\mu^2/(2\sigma^2)}$ and the curvature is $\sigma^2$, so that

$$c\,\sqrt{\frac{2\pi}{\sigma^2}}=\frac{\sqrt{2\pi}}{\sigma}\,e^{-\mu^2/(2\sigma^2)}=2\pi p(0).$$

The theorem has two parts: $\mu/\sigma^2$ is stationary, and at any stationary $\tau$ the estimate equals the exact value. It holds for every real $\mu$ and every positive $\sigma$. The stationary point need not lie between zero and the inverse temperature, however: for $\mu<0$ it is negative, and data from that interval must then be extrapolated to reach it.

```lean
/-- For every Gaussian gap density a stationary point exists, at `μ/σ²`, and Wolynes' estimate
at any stationary point equals the exact value `2π p(0)`. -/
theorem wolynes_gauss (μ : ℝ) {σ : ℝ} (hσ : 0 < σ) :
    IsStationary (gauss μ σ) (μ / σ ^ 2) ∧
      ∀ τ, IsStationary (gauss μ σ) τ → wolynes (gauss μ σ) τ = exactRate (gauss μ σ) := by
  have hσ2 : σ ^ 2 ≠ 0 := by positivity
  constructor
  · exact (gauss_slope μ hσ (μ / σ ^ 2)).congr_deriv (by rw [mul_div_cancel₀ _ hσ2, sub_self])
  · intro τ h
    have e : 0 = σ ^ 2 * τ - μ := HasDerivAt.unique h (gauss_slope μ hσ τ)
    have hμ : μ = σ ^ 2 * τ := by linarith
    -- the curvature of ln c is the variance
    have hd : deriv (logTransform (gauss μ σ)) = fun t => σ ^ 2 * t - μ :=
      funext fun t => (gauss_slope μ hσ t).deriv
    have hc : deriv (fun t : ℝ => σ ^ 2 * t - μ) τ = σ ^ 2 * 1 :=
      (((hasDerivAt_id' τ).const_mul (σ ^ 2)).sub_const μ).deriv
    have he : σ ^ 2 * τ ^ 2 / 2 - μ * τ = -μ ^ 2 / (2 * σ ^ 2) := by
      rw [hμ, eq_div_iff (by positivity)]
      ring
    rw [wolynes, hd, hc, mul_one, (gauss_transform μ hσ τ).2, gauss_exact μ hσ, he,
      Real.sqrt_div (by positivity), Real.sqrt_sq hσ.le, mul_comm]
```

For the second part, uniqueness of the derivative turns stationarity into $\mu=\sigma^2\tau$. The steps `hc` and `he` then supply the curvature and the exponent of $c$, and the final rewriting compares the two closed forms.

## Two Gaussians: one stationary point, at zero imaginary time

The transform is linear in the density, so the mixture gives

$$c(\tau)=\tfrac12e^{\sigma^2\tau^2/2}\left(e^{-a\tau}+e^{a\tau}\right)=e^{\sigma^2\tau^2/2}\cosh(a\tau).$$

```lean
/-- The transform of the two-Gaussian mixture is `exp(σ²τ²/2) cosh(aτ)`. -/
theorem mixture_transform (a : ℝ) {σ : ℝ} (hσ : 0 < σ) (τ : ℝ) :
    gapTransform (mixture a σ) τ = Real.exp (σ ^ 2 * τ ^ 2 / 2) * Real.cosh (a * τ) := by
  obtain ⟨i1, h1⟩ := gauss_transform a hσ τ
  obtain ⟨i2, h2⟩ := gauss_transform (-a) hσ τ
  have hp : ∀ E, mixture a σ E * Real.exp (-τ * E) = (1 / 2) *
      (gauss a σ E * Real.exp (-τ * E) + gauss (-a) σ E * Real.exp (-τ * E)) := by
    intro E
    rw [mixture]
    ring
  simp only [gapTransform] at h1 h2 ⊢
  simp only [hp]
  rw [integral_const_mul, integral_add i1 i2, h1, h2, Real.cosh_eq,
    show σ ^ 2 * τ ^ 2 / 2 - a * τ = σ ^ 2 * τ ^ 2 / 2 + -(a * τ) by ring,
    show σ ^ 2 * τ ^ 2 / 2 - -a * τ = σ ^ 2 * τ ^ 2 / 2 + a * τ by ring,
    Real.exp_add, Real.exp_add]
  ring
```

The convergence proved for each Gaussian is what allows the integral to be split with `integral_add`.

Taking the logarithm and differentiating,

$$(\ln c)'(\tau)=\sigma^2\tau+a\,\frac{\sinh(a\tau)}{\cosh(a\tau)}.$$

```lean
/-- For the mixture the slope of `ln c` is `σ²τ + a sinh(aτ)/cosh(aτ)`. -/
theorem mixture_slope (a : ℝ) {σ : ℝ} (hσ : 0 < σ) (τ : ℝ) :
    HasDerivAt (logTransform (mixture a σ))
      (σ ^ 2 * τ + a * Real.sinh (a * τ) / Real.cosh (a * τ)) τ := by
  have hL : logTransform (mixture a σ) =
      fun t => σ ^ 2 / 2 * t ^ 2 + Real.log (Real.cosh (a * t)) := by
    funext t
    rw [logTransform, mixture_transform a hσ t,
      Real.log_mul (Real.exp_ne_zero _) (Real.cosh_pos _).ne', Real.log_exp]
    ring
  rw [hL]
  refine (((hasDerivAt_pow 2 τ).const_mul (σ ^ 2 / 2)).fun_add
    ((((hasDerivAt_id' τ).const_mul a).cosh).log (Real.cosh_pos _).ne')).congr_deriv ?_
  ring
```

At $\tau=0$ this slope is zero. Conversely, if it is zero at some $\tau$, multiplication by $\tau$ gives

$$\sigma^2\tau^2+\frac{a\tau\sinh(a\tau)}{\cosh(a\tau)}=0.$$

The second term is never negative, because $y\sinh y\ge0$ for every real $y$. The first is positive unless $\tau=0$, so no other stationary point exists.

```lean
/-- The mixture has exactly one stationary point, `τ = 0`. -/
theorem mixture_stationary_iff (a : ℝ) {σ : ℝ} (hσ : 0 < σ) (τ : ℝ) :
    IsStationary (mixture a σ) τ ↔ τ = 0 := by
  constructor
  · intro h
    have e := HasDerivAt.unique h (mixture_slope a hσ τ)
    by_contra hne
    have hτ : τ ≠ 0 := hne
    -- x sinh x is never negative
    have hx : 0 ≤ a * τ * Real.sinh (a * τ) := by
      rcases le_total 0 (a * τ) with h0 | h0
      · exact mul_nonneg h0 (Real.sinh_nonneg_iff.mpr h0)
      · have h1 := Real.sinh_nonpos_iff.mpr h0
        nlinarith
    have hq := div_nonneg hx (Real.cosh_pos (a * τ)).le
    have hp : 0 < σ ^ 2 * τ ^ 2 := by positivity
    have hz : σ ^ 2 * τ ^ 2 + a * τ * Real.sinh (a * τ) / Real.cosh (a * τ) = 0 := by
      linear_combination (-τ) * e
    linarith
  · rintro rfl
    exact (mixture_slope a hσ 0).congr_deriv (by simp)
```

The proof runs the converse by contradiction: `hx` is the sign of $y\sinh y$ with $y=a\tau$, and `hz` is the displayed equation.

## The size and sign of the error

The factor exceeds one when $e^{x^2/2}>\sqrt{1+x^2}$. Both sides are positive, so this is equivalent to $e^{x^2}>1+x^2$, which is the strict inequality $e^y>1+y$ at $y=x^2\neq0$.

```lean
/-- The ratio `exp(x²/2) / sqrt(1 + x²)` exceeds one for every nonzero `x`. -/
theorem one_lt_errorFactor {x : ℝ} (hx : x ≠ 0) : 1 < errorFactor x := by
  have hr : 0 < Real.sqrt (1 + x ^ 2) := by positivity
  rw [errorFactor, lt_div_iff₀ hr, one_mul, Real.sqrt_lt' (Real.exp_pos _), pow_two (Real.exp _),
    ← Real.exp_add, add_halves]
  linarith [Real.add_one_lt_exp (pow_ne_zero 2 hx)]
```

It remains to evaluate both quantities for the mixture. At the stationary point $\tau=0$ we have $c(0)=1$. The derivative of $a\tanh(a\tau)$ is $a^2/\cosh^2(a\tau)$, so the curvature there is $\sigma^2+a^2$ and the estimate is

$$\sqrt{\frac{2\pi}{\sigma^2+a^2}}.$$

This is the value that a single Gaussian with the mixture's mean and variance would give. The two actual components have equal heights at $E=0$, so the exact value is

$$2\pi p(0)=\frac{\sqrt{2\pi}}{\sigma}\,e^{-a^2/(2\sigma^2)}.$$

Dividing the first by the second, with $x=a/\sigma\neq0$,

$$\frac{\text{estimate}}{\text{exact}}=\frac{\sigma\,e^{a^2/(2\sigma^2)}}{\sqrt{\sigma^2+a^2}}=\frac{e^{x^2/2}}{\sqrt{1+x^2}}>1.$$

For unit widths, $\sigma=1$, the factor is $e^{a^2/2}/\sqrt{1+a^2}$. At $x=2$ it is about $3.3$.

The theorem assumes `a ≠ 0`, `0 < σ` and a stationary `τ`. It concludes that the estimate is `errorFactor (a / σ)` times the exact value, and that it is strictly larger. The condition on `a` means that the two environments have different mean gaps; the condition on `σ` means that each gap is broadened.

```lean
/-- For the equal mixture of Gaussians of width `σ` at `a` and `-a`, with `a` nonzero, Wolynes'
estimate at the stationary point is the exact value times `exp(x²/2)/sqrt(1 + x²)`, `x = a/σ`,
and is strictly larger than the exact value. -/
theorem wolynes_mixture {a σ : ℝ} (ha : a ≠ 0) (hσ : 0 < σ) {τ : ℝ}
    (h : IsStationary (mixture a σ) τ) :
    wolynes (mixture a σ) τ = errorFactor (a / σ) * exactRate (mixture a σ) ∧
      exactRate (mixture a σ) < wolynes (mixture a σ) τ := by
  obtain rfl := (mixture_stationary_iff a hσ τ).mp h
  have hex : exactRate (mixture a σ) =
      Real.sqrt (2 * π) / σ * Real.exp (-a ^ 2 / (2 * σ ^ 2)) := by
    have h1 := gauss_exact a hσ
    have h2 := gauss_exact (-a) hσ
    rw [neg_sq] at h2
    simp only [exactRate, mixture] at h1 h2 ⊢
    linear_combination (h1 + h2) / 2
  -- the curvature of ln c at the stationary point
  have hd : deriv (logTransform (mixture a σ)) =
      fun t => σ ^ 2 * t + a * Real.sinh (a * t) / Real.cosh (a * t) :=
    funext fun t => (mixture_slope a hσ t).deriv
  have hc : HasDerivAt (fun t => σ ^ 2 * t + a * Real.sinh (a * t) / Real.cosh (a * t))
      (σ ^ 2 + a ^ 2) 0 := by
    have hl := (hasDerivAt_id' (0 : ℝ)).const_mul a
    refine (((hasDerivAt_id' (0 : ℝ)).const_mul (σ ^ 2)).fun_add
      ((hl.sinh.const_mul a).fun_div hl.cosh (Real.cosh_pos _).ne')).congr_deriv ?_
    simp only [mul_zero, Real.sinh_zero, Real.cosh_zero]
    ring
  have h0 : gapTransform (mixture a σ) 0 = 1 := by
    rw [mixture_transform a hσ 0]
    simp
  have e1 : Real.exp ((a / σ) ^ 2 / 2) * Real.exp (-a ^ 2 / (2 * σ ^ 2)) = 1 := by
    rw [← Real.exp_add, show (a / σ) ^ 2 / 2 + -a ^ 2 / (2 * σ ^ 2) = 0 by ring, Real.exp_zero]
  have e2 : Real.sqrt (σ ^ 2 + a ^ 2) = σ * Real.sqrt (1 + (a / σ) ^ 2) := by
    have hf : σ ^ 2 + a ^ 2 = σ ^ 2 * (1 + (a / σ) ^ 2) := by field_simp
    rw [hf, Real.sqrt_mul (sq_nonneg σ), Real.sqrt_sq hσ.le]
  have main : wolynes (mixture a σ) 0 = errorFactor (a / σ) * exactRate (mixture a σ) := by
    rw [wolynes, hd, hc.deriv, h0, one_mul, Real.sqrt_div (by positivity), e2, hex, errorFactor]
    calc Real.sqrt (2 * π) / (σ * Real.sqrt (1 + (a / σ) ^ 2))
        = (Real.exp ((a / σ) ^ 2 / 2) * Real.exp (-a ^ 2 / (2 * σ ^ 2))) *
            (Real.sqrt (2 * π) / (σ * Real.sqrt (1 + (a / σ) ^ 2))) := by rw [e1, one_mul]
      _ = _ := by ring
  have hpos : 0 < exactRate (mixture a σ) := by
    rw [hex]
    positivity
  refine ⟨main, ?_⟩
  rw [main]
  nlinarith [one_lt_errorFactor (div_ne_zero ha hσ.ne')]

end

end WolynesRate
```

The proof first replaces `τ` by zero. Then `hex` gives the exact value, `hc` the curvature and `h0` the normalisation $c(0)=1$. The identities `e1` and `e2` rearrange the exponentials and the square root into the factor, and the strict inequality follows because the exact value is positive and the factor exceeds one.

For simulations that estimate golden-rule rates from imaginary-time data, this two-Gaussian model with equal weights and widths shows that a well-defined, unique stationary point does not by itself guarantee an accurate rate. The result concerns prescribed gap densities: it does not derive them from a microscopic Hamiltonian, and it gives no error bound for other shapes or for unequal populations.

```lean
#print axioms WolynesRate.wolynes_gauss
#print axioms WolynesRate.wolynes_mixture
```

```
'WolynesRate.wolynes_gauss' depends on axioms: [propext, Classical.choice, Quot.sound]
'WolynesRate.wolynes_mixture' depends on axioms: [propext, Classical.choice, Quot.sound]
```
